# For trigonometric polynomials, only aliased frequency pairs obstruct moving a grid derivative from projector to orbital

With a separable nonlocal pseudopotential, the energy contains projections of the orbitals on functions centred at the atoms, called projectors. The force on an atom then involves the derivative of such a projection with respect to the projector position $\tau$. For an integral over a period, integration by parts moves this derivative onto the orbital. On a grid, the same move can give a number that is not the derivative of the computed projection. Take $N$ grid points at spacing $2\pi/N$, starting from $x=0$, the projector $e^{iNx}$ and the constant orbital $1$. The grid average of $\overline{e^{iN(x-\tau)}}$ is $e^{iN\tau}$, with derivative $iNe^{iN\tau}$, yet the orbital's derivative is zero, and so is the projection of that derivative.

The problems below find the discrepancy in general. Let $N\ge 1$, $x_j=2\pi j/N$ for $j=0,\dots,N-1$, and $e_k(x)=e^{ikx}$ for integer $k$. With finite frequency sets $Q,G\subset\mathbb Z$ and complex coefficients $c_q,a_g$, put

$$b=\sum_{q\in Q}c_q e_q,\qquad \psi=\sum_{g\in G}a_g e_g,\qquad p(\tau)=\frac1N\sum_{j=0}^{N-1}\overline{b(x_j-\tau)}\,\psi(x_j).$$

```lean
import Mathlib

open Finset ComplexConjugate

namespace RealSpaceProjector

noncomputable section
```

In Lean, $e_k$ is `planeWave k`.

```lean
/-- The plane wave `exp(i k x)` with integer wave number `k`. -/
def planeWave (k : ℤ) (x : ℝ) : ℂ := Complex.exp (Complex.I * k * x)
```

Both $b$ and $\psi$ are instances of `trigPoly`. Coefficients are functions on all of $\mathbb Z$, but only their values on the frequency set matter.

```lean
/-- The trigonometric polynomial with frequencies in `S` and coefficients `c`. -/
def trigPoly (S : Finset ℤ) (c : ℤ → ℂ) (x : ℝ) : ℂ := ∑ k ∈ S, c k * planeWave k x
```

The period is $2\pi$, and the type `ℕ+` keeps the grid from being empty.

```lean
/-- The point `x_j = 2 π j / N` of the uniform grid with `N` points per period. -/
def gridPoint (N : ℕ+) (j : ℕ) : ℝ := 2 * Real.pi * j / (N : ℕ)
```

The projection $p$ is `gridProj`, with the conjugate on the projector and the weight $1/N$.

```lean
/-- The projection of the orbital `ψ` on the projector `b` centred at `τ`,
evaluated as a sum over the real-space grid. -/
def gridProj (N : ℕ+) (b ψ : ℝ → ℂ) (τ : ℝ) : ℂ :=
  1 / ((N : ℕ) : ℂ) * ∑ j ∈ range (N : ℕ), conj (b (gridPoint N j - τ)) * ψ (gridPoint N j)
```

The last definition is a sum over congruent frequency pairs, used from part (f) on.

```lean
/-- The sum of `i (q - g) conj(c_q) a_g exp(i q τ)` over the pairs of frequencies
`q` in `Q` and `g` in `G` that are congruent modulo `N`. -/
def aliasingTerm (N : ℕ+) (Q G : Finset ℤ) (c a : ℤ → ℂ) (τ : ℝ) : ℂ :=
  ∑ q ∈ Q, ∑ g ∈ G with q ≡ g [ZMOD ((N : ℕ) : ℤ)],
    Complex.I * ((q : ℂ) - g) * conj (c q) * a g * planeWave q τ
```

The model is one-dimensional, and the coefficients stay fixed as $\tau$ varies, so the orbital does not respond to the moving atom. The projector is band-limited and summed over the whole grid; sharp truncation to a sphere around the atom is not covered.

### (a) Shifting a plane wave

Show that moving a plane wave by $\tau$ multiplies its conjugate by a phase:

$$\overline{e_q(x-\tau)}=e_q(\tau)\,\overline{e_q(x)}.$$

Since $q$, $x$ and $\tau$ are real, the left side is $e^{-iq(x-\tau)}=e^{iq\tau}e^{-iqx}$. The Lean proof likewise merges the exponentials and compares exponents with `ring`.

```lean
/-- Moving a plane wave by `τ` multiplies its conjugate by the phase `exp(i q τ)`. -/
theorem conj_planeWave_shift (q : ℤ) (x τ : ℝ) :
    conj (planeWave q (x - τ)) = planeWave q τ * conj (planeWave q x) := by
  simp only [planeWave, ← Complex.exp_conj, ← Complex.exp_add]
  congr 1
  simp only [map_mul, Complex.conj_I, Complex.conj_ofReal, map_intCast]
  push_cast
  ring
```

### (b) Orthogonality on the grid

Show that the grid distinguishes wave numbers only modulo $N$:

$$\frac1N\sum_{j=0}^{N-1}\overline{e_q(x_j)}\,e_g(x_j)=\begin{cases}1,& q\equiv g \pmod N,\\ 0,&\text{otherwise.}\end{cases}$$

Let $\zeta=e^{2\pi i/N}$ and $w=\zeta^{g-q}$. The summand is $e^{2\pi i(g-q)j/N}=w^j$, which is `hterm` in the code. If $N$ divides $g-q$, then $w=1$ and the average is $1$. Otherwise $w\neq1$ while $w^N=1$, so the geometric sum is $(w^N-1)/(w-1)=0$. The two cases are the branches of `by_cases`.

```lean
/-- On the grid, two plane waves have overlap one if their wave numbers are congruent
modulo `N`, and overlap zero otherwise. -/
theorem grid_orthogonality (N : ℕ+) (q g : ℤ) :
    1 / ((N : ℕ) : ℂ) * ∑ j ∈ range (N : ℕ),
      conj (planeWave q (gridPoint N j)) * planeWave g (gridPoint N j)
      = if q ≡ g [ZMOD ((N : ℕ) : ℤ)] then 1 else 0 := by
  have hN : ((N : ℕ) : ℂ) ≠ 0 := Nat.cast_ne_zero.mpr N.ne_zero
  have hζ := Complex.isPrimitiveRoot_exp (N : ℕ) N.ne_zero
  -- the summand is a power of a root of unity
  have hterm : ∀ j : ℕ, conj (planeWave q (gridPoint N j)) * planeWave g (gridPoint N j)
      = (Complex.exp (2 * Real.pi * Complex.I / (N : ℕ)) ^ (g - q)) ^ j := by
    intro j
    rw [← Complex.exp_int_mul, ← Complex.exp_nat_mul]
    simp only [planeWave, gridPoint, ← Complex.exp_conj, ← Complex.exp_add, map_mul,
      Complex.conj_I, Complex.conj_ofReal, map_intCast]
    congr 1
    push_cast
    ring
  rw [Finset.sum_congr rfl fun j _ => hterm j]
  by_cases h : q ≡ g [ZMOD ((N : ℕ) : ℤ)]
  · have hw := (hζ.zpow_eq_one_iff_dvd (g - q)).mpr (Int.modEq_iff_dvd.mp h)
    rw [if_pos h, hw]
    simp only [one_pow, sum_const, card_range, nsmul_eq_mul, mul_one]
    exact one_div_mul_cancel hN
  · have hw : Complex.exp (2 * Real.pi * Complex.I / (N : ℕ)) ^ (g - q) ≠ 1 := fun h1 =>
      h (Int.modEq_iff_dvd.mpr ((hζ.zpow_eq_one_iff_dvd (g - q)).mp h1))
    have hwN : (Complex.exp (2 * Real.pi * Complex.I / (N : ℕ)) ^ (g - q)) ^ (N : ℕ) = 1 := by
      rw [← zpow_natCast, ← zpow_mul, mul_comm (g - q), zpow_mul, zpow_natCast,
        hζ.pow_eq_one, one_zpow]
    rw [if_neg h, geom_sum_eq hw, hwN, sub_self, zero_div, mul_zero]
```

The proof turns on Mathlib's `IsPrimitiveRoot`. `Complex.isPrimitiveRoot_exp` says that $\zeta$ is a primitive $N$-th root of unity, and `zpow_eq_one_iff_dvd` then gives $\zeta^m=1\iff N\mid m$ for every integer $m$, negative ones included. One direction gives $w=1$ for congruent frequencies. The other gives $w\ne1$ for the rest, which is the hypothesis that `geom_sum_eq` needs. `Int.modEq_iff_dvd` translates between congruence and divisibility of $g-q$.

### (c) The projection as a sum over congruent pairs

Eliminate the grid from $p$:

$$p(\tau)=\sum_{q\in Q}\ \sum_{\substack{g\in G\\ g\equiv q\,(N)}}\overline{c_q}\,a_g\,e^{iq\tau}.$$

Expand both polynomials and use (a):

$$p(\tau)=\sum_{q\in Q}\sum_{g\in G}\overline{c_q}\,a_g\,e^{iq\tau}\;\frac1N\sum_{j=0}^{N-1}\overline{e_q(x_j)}\,e_g(x_j).$$

By (b), the grid average keeps exactly the congruent pairs. In Lean, `Finset.sum_comm` moves the grid sum inside, and `Finset.sum_filter` expresses the restriction on $g$ as an if-then-else.

```lean
/-- The grid projection is the sum of `conj(c_q) a_g exp(i q τ)` over the pairs of
frequencies congruent modulo `N`. -/
theorem gridProj_trigPoly (N : ℕ+) (Q G : Finset ℤ) (c a : ℤ → ℂ) (τ : ℝ) :
    gridProj N (trigPoly Q c) (trigPoly G a) τ
      = ∑ q ∈ Q, ∑ g ∈ G with q ≡ g [ZMOD ((N : ℕ) : ℤ)],
          conj (c q) * a g * planeWave q τ := by
  have hterm : ∀ j : ℕ,
      conj (trigPoly Q c (gridPoint N j - τ)) * trigPoly G a (gridPoint N j)
      = ∑ q ∈ Q, ∑ g ∈ G, conj (c q) * a g * planeWave q τ *
          (conj (planeWave q (gridPoint N j)) * planeWave g (gridPoint N j)) := by
    intro j
    rw [trigPoly, trigPoly, map_sum, Finset.sum_mul_sum]
    refine Finset.sum_congr rfl fun q _ => Finset.sum_congr rfl fun g _ => ?_
    rw [map_mul, conj_planeWave_shift]
    ring
  rw [gridProj, Finset.sum_congr rfl fun j _ => hterm j, Finset.sum_comm, Finset.mul_sum]
  refine Finset.sum_congr rfl fun q _ => ?_
  rw [Finset.sum_comm, Finset.mul_sum, Finset.sum_filter]
  refine Finset.sum_congr rfl fun g _ => ?_
  rw [← Finset.mul_sum, mul_left_comm, grid_orthogonality, mul_ite, mul_one, mul_zero]
```

### (d) Differentiating a plane wave

Show that $e_k$ is differentiable, with

$$e_k'(x)=ik\,e_k(x).$$

This is the chain rule for $e^{ikx}$. The statement `HasDerivAt f f' x` means that `f` is differentiable at `x` with derivative `f'`.

```lean
/-- The derivative of the plane wave `exp(i k x)` is `i k exp(i k x)`. -/
theorem hasDerivAt_planeWave (k : ℤ) (x : ℝ) :
    HasDerivAt (planeWave k) (Complex.I * k * planeWave k x) x := by
  have h : HasDerivAt (planeWave k)
      (Complex.exp (Complex.I * k * x) * (Complex.I * k * ((1 : ℝ) : ℂ))) x :=
    ((hasDerivAt_id x).ofReal_comp.const_mul (Complex.I * (k : ℂ))).cexp
  refine h.congr_deriv ?_
  rw [planeWave, Complex.ofReal_one]
  ring
```

### (e) Differentiating a trigonometric polynomial

For $f=\sum_{k\in S}c_k e_k$ with $S$ finite, show that

$$f'(x)=\sum_{k\in S}ik\,c_k\,e_k(x).$$

Differentiate term by term with (d). `HasDerivAt.fun_sum` does this for the finite sum.

```lean
/-- Differentiating a trigonometric polynomial multiplies each coefficient by `i k`. -/
theorem hasDerivAt_trigPoly (S : Finset ℤ) (c : ℤ → ℂ) (x : ℝ) :
    HasDerivAt (trigPoly S c) (trigPoly S (fun k => Complex.I * k * c k) x) x := by
  have h : HasDerivAt (fun y => ∑ k ∈ S, c k * planeWave k y)
      (∑ k ∈ S, c k * (Complex.I * k * planeWave k x)) x :=
    HasDerivAt.fun_sum fun k _ => (hasDerivAt_planeWave k x).const_mul (c k)
  refine h.congr_deriv (Finset.sum_congr rfl fun k _ => ?_)
  ring
```

### (f) The aliasing term

Compare $p'$ with the projection of $\psi'$:

$$p'(\tau)=\frac1N\sum_{j=0}^{N-1}\overline{b(x_j-\tau)}\,\psi'(x_j)+\sum_{q\in Q}\ \sum_{\substack{g\in G\\ g\equiv q\,(N)}}i(q-g)\,\overline{c_q}\,a_g\,e^{iq\tau}.$$

Differentiating (c) gives each pair a factor $iq$. By (e), $\psi'$ has coefficients $ig\,a_g$, so (c) applied to $\psi'$ gives the same pairs a factor $ig$. The difference is $i(q-g)$. It vanishes for $q=g$, which leaves only aliased pairs: different frequencies that agree modulo $N$.

In Lean, $\psi'$ is the actual derivative `deriv (trigPoly G a)`, identified by `hd`. The final `ring` checks $iq=ig+i(q-g)$ for each pair.

```lean
/-- The derivative of the grid projection with respect to the projector position is the
grid projection of the orbital's derivative plus the aliasing term. -/
theorem hasDerivAt_gridProj (N : ℕ+) (Q G : Finset ℤ) (c a : ℤ → ℂ) (τ : ℝ) :
    HasDerivAt (gridProj N (trigPoly Q c) (trigPoly G a))
      (gridProj N (trigPoly Q c) (deriv (trigPoly G a)) τ + aliasingTerm N Q G c a τ) τ := by
  have hp := funext fun t => gridProj_trigPoly N Q G c a t
  have hd : deriv (trigPoly G a) = trigPoly G (fun k => Complex.I * k * a k) :=
    funext fun x => (hasDerivAt_trigPoly G a x).deriv
  rw [hp, hd, gridProj_trigPoly, aliasingTerm, ← Finset.sum_add_distrib]
  -- compare the factors `i q` and `i g` pair by pair
  refine HasDerivAt.fun_sum fun q _ => ?_
  rw [← Finset.sum_add_distrib]
  refine HasDerivAt.fun_sum fun g _ => ?_
  refine ((hasDerivAt_planeWave q τ).const_mul (conj (c q) * a g)).congr_deriv ?_
  ring
```

### (g) When the transfer is exact

Show that

$$p'(\tau)=\frac1N\sum_{j=0}^{N-1}\overline{b(x_j-\tau)}\,\psi'(x_j)\quad\text{for all } c,a,\tau$$

holds if and only if $q\equiv g\pmod N$ implies $q=g$ for all $q\in Q$, $g\in G$.

If the condition holds, every term of the aliasing sum is zero. Conversely, take a congruent pair $q,g$, set $c_q=a_g=1$ and all other coefficients to zero, and evaluate at $\tau=0$. The aliasing sum is then $i(q-g)$. Since a derivative is unique, this must vanish, so $q=g$. In the code, `Pi.single` builds the test coefficients and `unique` compares the two derivatives.

```lean
/-- The derivative can be moved from the projector to the orbital for all coefficients and
positions exactly when no two different frequencies `q` in `Q` and `g` in `G` are
congruent modulo `N`. -/
theorem derivative_transfer_iff (N : ℕ+) (Q G : Finset ℤ) :
    (∀ (c a : ℤ → ℂ) (τ : ℝ), HasDerivAt (gridProj N (trigPoly Q c) (trigPoly G a))
      (gridProj N (trigPoly Q c) (deriv (trigPoly G a)) τ) τ)
    ↔ ∀ q ∈ Q, ∀ g ∈ G, q ≡ g [ZMOD ((N : ℕ) : ℤ)] → q = g := by
  constructor
  · intro h q hq g hg hqg
    -- test with a single plane wave in the projector and one in the orbital
    have h1 := (h (Pi.single q 1) (Pi.single g 1) 0).unique
      (hasDerivAt_gridProj N Q G (Pi.single q 1) (Pi.single g 1) 0)
    have h2 : aliasingTerm N Q G (Pi.single q 1) (Pi.single g 1) 0
        = Complex.I * ((q : ℂ) - g) := by
      refine (Finset.sum_eq_single_of_mem q hq fun q' _ hne =>
        Finset.sum_eq_zero fun g' _ => by simp [Pi.single_apply, hne]).trans ?_
      refine (Finset.sum_eq_single_of_mem g (Finset.mem_filter.mpr ⟨hg, hqg⟩)
        fun g' _ hne => by simp [hne]).trans ?_
      simp [planeWave]
    have h3 : Complex.I * ((q : ℂ) - g) = 0 := by
      linear_combination -h1 - h2
    have h4 := (mul_eq_zero.mp h3).resolve_left Complex.I_ne_zero
    exact_mod_cast sub_eq_zero.mp h4
  · intro h c a τ
    have hz : aliasingTerm N Q G c a τ = 0 := by
      refine Finset.sum_eq_zero fun q hq => Finset.sum_eq_zero fun g hg => ?_
      obtain ⟨hgG, hqg⟩ := Finset.mem_filter.mp hg
      rw [h q hq g hgG hqg]
      ring
    have hmain := hasDerivAt_gridProj N Q G c a τ
    rwa [hz, add_zero] at hmain
```

### (h) A sufficient grid size

Suppose $|q|\le K$ on $Q$ and $|g|\le M$ on $G$. Show that the transfer in (g) is exact whenever

$$N>K+M.$$

If $q\equiv g\pmod N$, then $g-q=Nt$ for some integer $t$. But $|g-q|\le K+M<N$, so $t=0$ and $q=g$; now apply (g). Lean treats $t<0$, $t=0$ and $t>0$ separately and refutes the outer cases with `nlinarith`.

For plane-wave calculations with real-space projectors, this gives a grid size at which moving the derivative adds no error to the projection's derivative, within this one-dimensional, band-limited model with fixed coefficients.

```lean
/-- If the projector has cutoff `K`, the orbital has cutoff `M` and the grid has more than
`K + M` points, the derivative can be moved from the projector to the orbital. -/
theorem derivative_transfer_of_cutoff (N : ℕ+) (Q G : Finset ℤ) (K M : ℤ)
    (hQ : ∀ q ∈ Q, |q| ≤ K) (hG : ∀ g ∈ G, |g| ≤ M) (hN : K + M < ((N : ℕ) : ℤ))
    (c a : ℤ → ℂ) (τ : ℝ) :
    HasDerivAt (gridProj N (trigPoly Q c) (trigPoly G a))
      (gridProj N (trigPoly Q c) (deriv (trigPoly G a)) τ) τ := by
  refine (derivative_transfer_iff N Q G).mpr (fun q hq g hg hqg => ?_) c a τ
  obtain ⟨t, ht⟩ := Int.modEq_iff_dvd.mp hqg
  obtain ⟨hq1, hq2⟩ := abs_le.mp (hQ q hq)
  obtain ⟨hg1, hg2⟩ := abs_le.mp (hG g hg)
  have hpos : (0 : ℤ) < ((N : ℕ) : ℤ) := by exact_mod_cast N.pos
  -- a nonzero multiple of `N` is too large to be a difference of frequencies
  rcases lt_trichotomy t 0 with h | h | h
  · have h' : t + 1 ≤ 0 := h
    nlinarith
  · rw [h, mul_zero] at ht
    linarith
  · have h' : 1 ≤ t := h
    nlinarith

end

end RealSpaceProjector
```

```lean
#print axioms RealSpaceProjector.hasDerivAt_gridProj
#print axioms RealSpaceProjector.derivative_transfer_of_cutoff
```

```
'RealSpaceProjector.hasDerivAt_gridProj' depends on axioms: [propext, Classical.choice, Quot.sound]
'RealSpaceProjector.derivative_transfer_of_cutoff' depends on axioms: [propext, Classical.choice, Quot.sound]
```
